# A strictly positive density on a finite grid is not fixed by structure factors that miss a Friedel pair

A charge-density map can be computed from an incomplete set of phased structure factors by choosing one of the positive densities that fit them, for instance the one of maximum entropy. Treating that choice as an input of its own, and not as a consequence of the data and positivity, rests on the following fact. If the fitted density is strictly positive and some reflection is missing together with its inverse, another strictly positive density fits equally well and differs at any grid point one cares to name.

## Grid, reflections and density waves

The grid points of a periodic cell form a finite abelian group $G$, written additively, such as $\mathbb Z/N_1\times\mathbb Z/N_2\times\mathbb Z/N_3$. Its identity is the origin $0$.

In Lean 4 with Mathlib:

```lean
import Mathlib

open Finset ComplexConjugate

namespace MissingReflections

noncomputable section

variable {G : Type*} [AddCommGroup G] [Fintype G]
```

A density is a real function $r$ on $G$, and a reflection is a complex character $\chi$. On the grid above, the reflection with indices $h$ is $\chi_h(x)=\exp\bigl(2\pi i\sum_j h_jx_j/N_j\bigr)$, and its inverse is $\chi_{-h}$. The structure factor is the plain sum, without a volume factor:
$$F_r(\chi)=\sum_{x\in G} r(x)\,\chi(x).$$

```lean
/-- The structure factor of a real density `r` at the reflection `χ`: the Fourier sum of
`r x * χ x` over the grid points of the cell. -/
def structureFactor (r : G → ℝ) (χ : AddChar G ℂ) : ℂ := ∑ x, (r x : ℂ) * χ x
```

The cosine wave of $\chi$ with a crest at $a$, called `ripple` in the code, is
$$w(x)=\operatorname{Re}\chi(x-a).$$

```lean
/-- The cosine density wave that belongs to the reflection `χ`, with a crest at the point `a`. -/
def ripple (χ : AddChar G ℂ) (a x : G) : ℝ := (χ (x - a)).re
```

## Friedel's law and Fourier synthesis

Character values have modulus one, so $\chi^{-1}(x)=\overline{\chi(x)}$. Since $r$ is real,
$$F_r(\chi^{-1})=\sum_x r(x)\,\overline{\chi(x)}=\overline{F_r(\chi)}.$$

```lean
/-- Friedel's law: for a real density, inverse reflections have complex conjugate
structure factors. -/
theorem friedel (r : G → ℝ) (χ : AddChar G ℂ) :
    structureFactor r χ⁻¹ = conj (structureFactor r χ) := by
  simp [structureFactor, map_sum, AddChar.inv_apply, AddChar.map_neg_eq_conj]
```

The sum $\sum_\chi\chi(x-y)$ over all characters is $|G|$ for $x=y$ and zero otherwise. Exchanging the two sums gives
$$\sum_\chi F_r(\chi)\,\chi(-y)=\sum_x r(x)\sum_\chi\chi(x-y)=|G|\,r(y).$$

```lean
/-- Fourier synthesis: the structure factors at all reflections together give back the density,
multiplied by the number of grid points. -/
theorem fourier_synthesis (r : G → ℝ) (y : G) :
    ∑ χ : AddChar G ℂ, structureFactor r χ * χ (-y) = (Fintype.card G : ℂ) * r y := by
  classical
  have inner_sum : ∀ x : G, ∑ χ : AddChar G ℂ, (r x : ℂ) * χ x * χ (-y)
      = (r x : ℂ) * (if x + -y = 0 then (Fintype.card G : ℂ) else 0) := by
    intro x
    rw [← AddChar.sum_apply_eq_ite, Finset.mul_sum]
    refine Finset.sum_congr rfl fun χ _ => ?_
    rw [AddChar.map_add_eq_mul, mul_assoc]
  simp only [structureFactor, Finset.sum_mul]
  rw [Finset.sum_comm, Finset.sum_congr rfl (fun x _ => inner_sum x),
    Finset.sum_eq_single y]
  · simp [mul_comm]
  · intro x _ hx
    have hne : x + -y ≠ 0 := fun h => hx (add_neg_eq_zero.1 h)
    simp [hne]
  · simp
```

`Finset.sum_comm` makes the exchange, and `Finset.sum_eq_single y` keeps the one surviving term. Synthesis is needed only for the uniqueness criterion further down.

## A wave seen by one Friedel pair only

Write the cosine as two exponentials:
$$w(x)=\tfrac12\chi(-a)\,\chi(x)+\tfrac12\chi(a)\,\chi^{-1}(x).$$
Then, for any reflection $\psi$,
$$F_w(\psi)=\tfrac12\chi(-a)\sum_x(\chi\psi)(x)+\tfrac12\chi(a)\sum_x(\chi^{-1}\psi)(x).$$
The first sum vanishes unless $\psi=\chi^{-1}$, the second unless $\psi=\chi$.

```lean
/-- A density wave of the reflection `χ` contributes nothing to any reflection other than `χ`
and its inverse. -/
theorem structureFactor_ripple (χ ψ : AddChar G ℂ) (a : G) (h : ψ ≠ χ) (h' : ψ ≠ χ⁻¹) :
    structureFactor (ripple χ a) ψ = 0 := by
  -- orthogonality of characters, once for each half of the cosine
  have h1 : ∑ x, (χ * ψ) x = 0 :=
    AddChar.sum_eq_zero_of_ne_one fun e => h' (eq_inv_of_mul_eq_one_right e)
  have h2 : ∑ x, (χ⁻¹ * ψ) x = 0 :=
    AddChar.sum_eq_zero_of_ne_one fun e => h (inv_mul_eq_one.mp e).symm
  have hx : ∀ x, (ripple χ a x : ℂ) * ψ x
      = χ (-a) / 2 * (χ * ψ) x + χ a / 2 * (χ⁻¹ * ψ) x := by
    intro x
    rw [ripple, Complex.re_eq_add_conj, ← AddChar.map_neg_eq_conj, neg_sub,
      sub_eq_add_neg x a, sub_eq_add_neg a x, AddChar.map_add_eq_mul,
      AddChar.map_add_eq_mul, AddChar.mul_apply, AddChar.mul_apply, AddChar.inv_apply]
    ring
  rw [structureFactor, Finset.sum_congr rfl (fun x _ => hx x), Finset.sum_add_distrib,
    ← Finset.mul_sum, ← Finset.mul_sum, h1, h2]
  ring
```

Both cancellations come from the Mathlib lemma `AddChar.sum_eq_zero_of_ne_one`: a character $\varphi\neq1$ sums to zero. By hand, pick $b$ with $\varphi(b)\ne1$ and shift the summation variable by $b$; the sum $S$ satisfies $S=\varphi(b)S$, hence $S=0$. The lemma applies directly because `AddChar G ℂ` is a group under pointwise multiplication, so `χ * ψ` is again a character. All that remains is to see when such a product equals $1$, which is group algebra.

## Adding the wave while staying positive

Let $r\ge m$ everywhere and $|t|<m$, and put $s=r+tw$. Since $|w|\le1$,
$$s(x)\ge m-|t|>0.$$
By linearity $F_s(\psi)=F_r(\psi)+tF_w(\psi)=F_r(\psi)$ for $\psi\ne\chi,\chi^{-1}$. Since $w(a)=\operatorname{Re}\chi(0)=1$, the value at $a$ shifts by exactly $t$.

```lean
/-- If a density is everywhere at least `m`, a wave of amplitude `|t| < m` can be added to it:
the density stays strictly positive, all reflections but `χ` and its inverse are unchanged, and
the value at `a` shifts by exactly `t`. -/
theorem add_ripple (r : G → ℝ) (m t : ℝ) (hm : ∀ x, m ≤ r x) (ht : |t| < m)
    (χ : AddChar G ℂ) (a : G) :
    (∀ x, 0 < r x + t * ripple χ a x) ∧
    (∀ ψ, ψ ≠ χ → ψ ≠ χ⁻¹ →
      structureFactor (fun x => r x + t * ripple χ a x) ψ = structureFactor r ψ) ∧
    r a + t * ripple χ a a = r a + t := by
  refine ⟨fun x => ?_, fun ψ h h' => ?_, ?_⟩
  · have h1 : |ripple χ a x| ≤ 1 :=
      (Complex.abs_re_le_norm _).trans (AddChar.norm_apply χ (x - a)).le
    have h2 : |t * ripple χ a x| ≤ |t| := by
      rw [abs_mul]
      exact mul_le_of_le_one_right (abs_nonneg t) h1
    linarith [neg_abs_le (t * ripple χ a x), hm x]
  · have split : structureFactor (fun x => r x + t * ripple χ a x) ψ
        = structureFactor r ψ + t * structureFactor (ripple χ a) ψ := by
      simp only [structureFactor, Finset.mul_sum]
      rw [← Finset.sum_add_distrib]
      refine Finset.sum_congr rfl fun x _ => ?_
      push_cast
      ring
    rw [split, structureFactor_ripple χ ψ a h h', mul_zero, add_zero]
  · simp [ripple]
```

A strictly positive $r$ on a finite grid has a positive minimum $m=r(x_0)$. If $\chi$ and $\chi^{-1}$ are both unmeasured, the amplitude $t=m/2$ is allowed, every measured structure factor is kept, and $s(a)=r(a)+m/2$.

```lean
/-- If a reflection and its inverse are both unmeasured, then for a strictly positive density and
any point `a` another strictly positive density fits the same data and differs at `a`. -/
theorem ambiguous_of_missing_pair (r : G → ℝ) (hr : ∀ x, 0 < r x) (K : Set (AddChar G ℂ))
    (χ : AddChar G ℂ) (h : χ ∉ K) (h' : χ⁻¹ ∉ K) (a : G) :
    ∃ s : G → ℝ, (∀ x, 0 < s x) ∧
      (∀ ψ ∈ K, structureFactor s ψ = structureFactor r ψ) ∧ s a ≠ r a := by
  -- half the minimum of the density is a safe amplitude
  obtain ⟨x₀, hmin⟩ := Finite.exists_min r
  have hpos := hr x₀
  have ht : |r x₀ / 2| < r x₀ := by
    rw [abs_of_pos (by linarith)]
    linarith
  obtain ⟨h1, h2, h3⟩ := add_ripple r (r x₀) (r x₀ / 2) hmin ht χ a
  refine ⟨fun x => r x + r x₀ / 2 * ripple χ a x, h1, fun ψ hψ => ?_, fun e => ?_⟩
  · exact h2 ψ (fun e => h (e ▸ hψ)) (fun e => h' (e ▸ hψ))
  · have e' : r a + r x₀ / 2 * ripple χ a a = r a := e
    linarith
```

Now let the measured set $K$ be closed under inversion and not contain every character. Choose $\chi\notin K$. If $\chi^{-1}$ were in $K$, closure would put $\chi$ in $K$ as well. So the whole pair is missing, and the previous step applies.

```lean
/-- Positivity does not replace missing reflections: if the measured set `K` is closed under
inversion and not complete, then for every strictly positive density and every point `a`, such as
the identity, another strictly positive density has the same structure factors on `K` and a
different value at `a`. -/
theorem positivity_does_not_replace_reflections (r : G → ℝ) (hr : ∀ x, 0 < r x)
    (K : Set (AddChar G ℂ)) (hK : K ≠ Set.univ) (hinv : ∀ χ ∈ K, χ⁻¹ ∈ K) (a : G) :
    ∃ s : G → ℝ, (∀ x, 0 < s x) ∧
      (∀ ψ ∈ K, structureFactor s ψ = structureFactor r ψ) ∧ s a ≠ r a := by
  have hex : ∃ χ, χ ∉ K := by
    by_contra h
    exact hK (Set.eq_univ_of_forall fun χ => not_not.1 fun hχ => h ⟨χ, hχ⟩)
  obtain ⟨χ, hχ⟩ := hex
  exact ambiguous_of_missing_pair r hr K χ hχ
    (fun h => hχ (by simpa using hinv _ h)) a
```

In words: `hr` says that `r` is strictly positive, `hK` that `K` is incomplete, and `hinv` that `K` contains the inverse of each of its members, as Friedel's law suggests for measured data. For every point `a`, with `a = 0` for the identity, there is a strictly positive `s` with the same structure factors on `K` and `s a ≠ r a`. If `K` contains the trivial reflection, the total charge also agrees. Equality of structure factors includes their phases, so intensities alone leave at least this much freedom.

Several steps from this model to a crystal are left open: a continuous density is replaced by its values on a finite grid, the data are taken as exact, and `s` is not required to share any space-group symmetry of `r`. The result also bears on electron densities on the FFT grid of a plane-wave calculation, taken as arbitrary positive functions on that grid, with no cutoff imposed on their Fourier coefficients and no requirement that they come from a given Hamiltonian.

## Which data fix the density

Incompleteness of $K$ alone would not suffice. On $\mathbb Z/3$ take $K=\{1,\chi\}$ with $\chi\neq1$. The reflection $\chi^{-1}$ is missing, but Friedel's law supplies it and synthesis returns $r$.

The same argument gives an exact criterion. If $K$ contains $\chi$ or $\chi^{-1}$ for every $\chi$, two densities that agree on $K$ agree at all reflections, and dividing the synthesis formula by $|G|$ shows that they are equal. If some pair is missing, the added wave gives a second density.

```lean
/-- The data on `K` single out a strictly positive density among all strictly positive ones
exactly when `K` contains, for every reflection, that reflection or its inverse. -/
theorem determined_iff (r : G → ℝ) (hr : ∀ x, 0 < r x) (K : Set (AddChar G ℂ)) :
    (∀ s : G → ℝ, (∀ x, 0 < s x) →
      (∀ ψ ∈ K, structureFactor s ψ = structureFactor r ψ) → s = r) ↔
    ∀ χ : AddChar G ℂ, χ ∈ K ∨ χ⁻¹ ∈ K := by
  constructor
  · intro huniq χ
    by_contra hmiss
    obtain ⟨h, h'⟩ := not_or.1 hmiss
    obtain ⟨s, hs, hF, hne⟩ := ambiguous_of_missing_pair r hr K χ h h' 0
    exact hne (congrFun (huniq s hs hF) 0)
  · intro hall s _ hF
    -- Friedel's law supplies the unmeasured partners
    have hfull : ∀ χ, structureFactor s χ = structureFactor r χ := by
      intro χ
      rcases hall χ with h | h
      · exact hF χ h
      · have e := hF _ h
        rw [friedel, friedel] at e
        exact (starRingEnd ℂ).injective e
    funext y
    have e := fourier_synthesis s y
    simp only [hfull] at e
    rw [fourier_synthesis r y] at e
    have hc : (Fintype.card G : ℂ) ≠ 0 := Nat.cast_ne_zero.2 Fintype.card_ne_zero
    exact (Complex.ofReal_injective (mul_left_cancel₀ hc e)).symm
```

The case split `rcases hall χ` separates measured reflections from those recovered through Friedel's law, where injectivity of complex conjugation removes the bars.

## A point atom that two reflections fix

Strict positivity of $r$ matters too. Let $s\ge0$ have the structure factors of a point atom of weight $Z$ at the origin, at the trivial reflection and at one injective character $\chi$. Both equal $Z$, and subtracting real parts gives
$$\sum_x s(x)\,\bigl(1-\operatorname{Re}\chi(x)\bigr)=0.$$
No term is negative, so each is zero. Where $s(x)\neq0$, $\operatorname{Re}\chi(x)=1$; with $|\chi(x)|=1$ this means $\chi(x)=1=\chi(0)$, and so $x=0$. The total then gives $s(0)=Z$.

```lean
/-- A nonnegative density is equal to the point atom of weight `Z` at the origin if it has the same
structure factors as that atom at the trivial reflection and at one reflection `χ` that separates
all grid points. -/
theorem point_atom_determined [DecidableEq G] (Z : ℝ) (s : G → ℝ) (hs : ∀ x, 0 ≤ s x)
    (χ : AddChar G ℂ) (hχ : Function.Injective χ)
    (h1 : structureFactor s 1 = structureFactor (Pi.single (0 : G) Z) 1)
    (h2 : structureFactor s χ = structureFactor (Pi.single 0 Z) χ) :
    s = Pi.single 0 Z := by
  have hatom : ∀ ψ : AddChar G ℂ, structureFactor (Pi.single 0 Z) ψ = Z := by
    intro ψ
    rw [structureFactor, Finset.sum_eq_single 0]
    · simp
    · intro x _ hx
      simp [hx]
    · simp
  have e1 : ∑ x, s x = Z := by
    have e := congrArg Complex.re (h1.trans (hatom 1))
    simpa [structureFactor] using e
  have e2 : ∑ x, s x * (χ x).re = Z := by
    have e := congrArg Complex.re (h2.trans (hatom χ))
    simpa [structureFactor] using e
  -- a vanishing sum of nonnegative terms
  have hsum : ∑ x, s x * (1 - (χ x).re) = 0 := by
    simp only [mul_sub, mul_one, Finset.sum_sub_distrib]
    linarith
  have hre : ∀ x, (χ x).re ≤ 1 := fun x =>
    (Complex.re_le_norm _).trans (AddChar.norm_apply χ x).le
  have hterm := (Finset.sum_eq_zero_iff_of_nonneg
    (fun x _ => mul_nonneg (hs x) (sub_nonneg.2 (hre x)))).1 hsum
  have hzero : ∀ x, x ≠ 0 → s x = 0 := by
    intro x hx
    rcases mul_eq_zero.1 (hterm x (Finset.mem_univ x)) with h | h
    · exact h
    · exfalso
      have hr1 : (χ x).re = 1 := by linarith
      have hn := Complex.sq_norm (χ x)
      rw [AddChar.norm_apply, Complex.normSq_apply, hr1] at hn
      have him : (χ x).im = 0 := mul_self_eq_zero.1 (by linarith)
      apply hx
      apply hχ
      rw [AddChar.map_zero_eq_one]
      exact Complex.ext (by simpa using hr1) (by simpa using him)
  funext x
  by_cases hx : x = 0
  · subst hx
    rw [Finset.sum_eq_single 0 (fun x _ hx => hzero x hx) (by simp)] at e1
    simpa using e1
  · simp [hx, hzero x hx]

end

end MissingReflections
```

Here `Pi.single 0 Z` is the atom. An injective character exists only if $G$ is cyclic, so the theorem does not cover a grid such as $\mathbb Z/2\times\mathbb Z/2$. On $\mathbb Z/4$ with $\chi(x)=i^x$, the set $K=\{1,\chi,\chi^{-1}\}$ is closed under inversion and misses $\chi^2$, yet it fixes the atom among nonnegative densities. The main theorem therefore fails if $r$ is only assumed nonnegative, even when $s$ may have zeros as well.

```lean
#print axioms MissingReflections.positivity_does_not_replace_reflections
#print axioms MissingReflections.determined_iff
#print axioms MissingReflections.point_atom_determined
```

```
'MissingReflections.positivity_does_not_replace_reflections' depends on axioms: [propext, Classical.choice, Quot.sound]
'MissingReflections.determined_iff' depends on axioms: [propext, Classical.choice, Quot.sound]
'MissingReflections.point_atom_determined' depends on axioms: [propext, Classical.choice, Quot.sound]
```
